# Anisotropic displacements let rutile-type cations contribute to reflections with h+k+l odd

Take two identical atoms, at the corner and the body centre of a tetragonal cell, and the reflection (1,1,1). Their phases are 1 and exp(3πi) = −1, so equal atoms at rest cancel. Now let them vibrate, with a larger amplitude along [110] for one atom and along [1-10] for the other. The reflection probes the in-plane motion along [110] only, so it weakens one atom more than the other. Let the displacement tensor have diagonal elements a, a, c and an in-plane off-diagonal element that is d for one atom and −d for the other. What remains is

f [exp(−(2a + c + 2d)) − exp(−(2a + c − 2d))],

where f is the scattering factor. This is nonzero when f and d are.

The problems below treat every integer reflection (h,k,l).

```lean
import Mathlib

open Matrix

namespace RutileDisplacements

noncomputable section
```

The indices form a real vector q = (h,k,l). A displacement tensor β, in the dimensionless convention that pairs directly with the indices, attenuates an atom by exp(−qᵀβq). An atom at fractional position r has phase exp(2πi q·r).

```lean
/-- The reflection (h, k, l) as a real vector. -/
def millerVec (h k l : ℤ) : Fin 3 → ℝ := ![(h : ℝ), (k : ℝ), (l : ℝ)]

/-- The anisotropic Debye-Waller factor exp(-qᵀβq) for the displacement tensor β. -/
def debyeWaller (β : Matrix (Fin 3) (Fin 3) ℝ) (q : Fin 3 → ℝ) : ℝ :=
  Real.exp (-(q ⬝ᵥ (β *ᵥ q)))

/-- The phase factor exp(2πi q·r) of an atom at fractional position r. -/
def phase (q r : Fin 3 → ℝ) : ℂ :=
  Complex.exp (2 * Real.pi * Complex.I * ((q ⬝ᵥ r : ℝ) : ℂ))

/-- The fractional position (1/2, 1/2, 1/2). -/
def bodyCentre : Fin 3 → ℝ := ![1 / 2, 1 / 2, 1 / 2]
```

The corner tensor has diagonal a, a, c and one off-diagonal element d, the form that the cation site symmetry in rutile allows. The centre tensor is not postulated separately: it is RβRᵀ, with β the corner tensor and R the quarter turn about the tetragonal axis.

```lean
/-- The displacement tensor of the cation at the origin, with in-plane off-diagonal element d. -/
def cornerTensor (a c d : ℝ) : Matrix (Fin 3) (Fin 3) ℝ :=
  !![a, d, 0; d, a, 0; 0, 0, c]

/-- The rotation by a quarter turn about the third axis. -/
def quarterTurn : Matrix (Fin 3) (Fin 3) ℝ :=
  !![0, -1, 0; 1, 0, 0; 0, 0, 1]

/-- The displacement tensor of the cation at the body centre: the corner tensor rotated by a
quarter turn. -/
def centreTensor (a c d : ℝ) : Matrix (Fin 3) (Fin 3) ℝ :=
  quarterTurn * cornerTensor a c d * quarterTurnᵀ
```

The diagonal elements give both atoms the same factor T = exp(−(a(h² + k²) + cl²)), called `commonFactor`. As an exponential of a real number, it is positive.

```lean
/-- The part T of the Debye-Waller factor that comes from the diagonal tensor elements. -/
def commonFactor (a c : ℝ) (h k l : ℤ) : ℝ :=
  Real.exp (-(a * ((h : ℝ) ^ 2 + (k : ℝ) ^ 2) + c * (l : ℝ) ^ 2))
```

The structure factor F adds the two cations, with one complex f for both.

```lean
/-- The cation structure factor: the sum of the contributions of the atoms at the origin and at
the body centre, both with scattering factor f. -/
def structureFactor (f : ℂ) (a c d : ℝ) (h k l : ℤ) : ℂ :=
  f * (debyeWaller (cornerTensor a c d) (millerVec h k l) : ℂ) * phase (millerVec h k l) 0
    + f * (debyeWaller (centreTensor a c d) (millerVec h k l) : ℂ)
      * phase (millerVec h k l) bodyCentre
```

The model is harmonic, has spherical atoms and leaves out the anions, whose contribution must be added to F before an intensity is calculated. The parameters a, c, d are arbitrary reals; a physical, positive definite tensor also needs a > |d| and c > 0.

## (a) The tensor at the body centre

Write B(d) for the corner tensor with off-diagonal element d. Show that

R B(d) Rᵀ = B(−d).

**Solution.** The third axis is unaffected. In the plane, R B(d) has rows (−d, −a) and (a, d). Multiplying by Rᵀ, whose rows are (0, 1) and (−1, 0), gives rows (a, −d) and (−d, a). The Lean proof compares the nine entries one by one.

```lean
/-- The quarter turn reverses the sign of the off-diagonal element d and keeps the diagonal. -/
theorem centreTensor_eq (a c d : ℝ) : centreTensor a c d = cornerTensor a c (-d) := by
  ext i j
  fin_cases i <;> fin_cases j <;>
    simp [centreTensor, quarterTurn, cornerTensor, Matrix.mul_apply, Fin.sum_univ_succ]
```

## (b) Splitting the Debye-Waller factor

Show that the corner atom has

exp(−qᵀB(d)q) = T exp(−2dhk).

**Solution.** The off-diagonal element occurs twice in the quadratic form:

qᵀB(d)q = a(h² + k²) + cl² + 2dhk.

The exponential of the negative sum is the product of the two factors. In Lean, `hq` is the expansion and `Real.exp_add` the factorisation.

```lean
/-- The Debye-Waller factor of the corner cation is T exp(-2dhk). -/
theorem debyeWaller_corner (a c d : ℝ) (h k l : ℤ) :
    debyeWaller (cornerTensor a c d) (millerVec h k l)
      = commonFactor a c h k l * Real.exp (-(2 * d * h * k)) := by
  have hq : millerVec h k l ⬝ᵥ (cornerTensor a c d *ᵥ millerVec h k l)
      = a * ((h : ℝ) ^ 2 + (k : ℝ) ^ 2) + c * (l : ℝ) ^ 2 + 2 * d * h * k := by
    simp [millerVec, cornerTensor, Matrix.mulVec, dotProduct, Fin.sum_univ_succ]
    ring
  unfold debyeWaller commonFactor
  rw [hq, ← Real.exp_add]
  congr 1
  ring
```

## (c) The phase at the body centre

Show that for r = (1/2,1/2,1/2)

exp(2πi q·r) = (−1)^(h+k+l).

**Solution.** Here q·r = (h+k+l)/2, so the phase is exp(πi(h+k+l)) = (exp(πi))^(h+k+l), and exp(πi) = −1. The exponent is an integer, so negative indices are included. `hdot` and `harg` put the argument into this form.

```lean
/-- The phase factor of the body centre is (-1)^(h+k+l). -/
theorem phase_centre (h k l : ℤ) :
    phase (millerVec h k l) bodyCentre = (-1 : ℂ) ^ (h + k + l) := by
  have hdot : millerVec h k l ⬝ᵥ bodyCentre = ((h : ℝ) + k + l) / 2 := by
    simp [millerVec, bodyCentre, dotProduct, Fin.sum_univ_succ]
    ring
  have harg : 2 * (Real.pi : ℂ) * Complex.I * ((((h : ℝ) + k + l) / 2 : ℝ) : ℂ)
      = ((h + k + l : ℤ) : ℂ) * (Real.pi * Complex.I) := by
    push_cast
    ring
  unfold phase
  rw [hdot, harg, Complex.exp_int_mul, Complex.exp_pi_mul_I]
```

## (d) Adding the two cations

Show that for every reflection

F = fT [exp(−2dhk) + (−1)^(h+k+l) exp(2dhk)].

**Solution.** The corner atom has phase 1 and contributes fT exp(−2dhk). By (a), the centre atom follows from (b) with d replaced by −d, and (c) supplies its phase. The Lean proof rewrites with these three results and collects terms.

```lean
/-- For every reflection, F = f T [exp(-2dhk) + (-1)^(h+k+l) exp(2dhk)]. -/
theorem structureFactor_eq (f : ℂ) (a c d : ℝ) (h k l : ℤ) :
    structureFactor f a c d h k l
      = f * (commonFactor a c h k l : ℂ) * ((Real.exp (-(2 * d * h * k)) : ℂ)
        + (-1 : ℂ) ^ (h + k + l) * (Real.exp (2 * d * h * k) : ℂ)) := by
  have h0 : phase (millerVec h k l) 0 = 1 := by simp [phase]
  have hs : -(2 * (-d) * (h : ℝ) * k) = 2 * d * h * k := by ring
  unfold structureFactor
  rw [centreTensor_eq, debyeWaller_corner a c d, debyeWaller_corner a c (-d),
    phase_centre, h0, hs, Complex.ofReal_mul, Complex.ofReal_mul]
  generalize (-1 : ℂ) ^ (h + k + l) = s
  ring
```

## (e) Odd reflections

Show that for h+k+l odd

F = −2fT sinh(2dhk).

**Solution.** The sign in (d) is −1, and exp(−x) − exp(x) = −2 sinh x with x = 2dhk.

For a numerical instance, take a = 0.010, d = 0.001 and the reflection (3,2,0). Then T = exp(−0.13) ≈ 0.8781 and 2dhk = 0.012, so F ≈ −0.0211 f. Directly, the two Debye-Waller factors are exp(−0.142) ≈ 0.8676 and exp(−0.118) ≈ 0.8887, with the same difference.

```lean
/-- For h+k+l odd, F = -2 f T sinh(2dhk). -/
theorem structureFactor_odd (f : ℂ) (a c d : ℝ) {h k l : ℤ} (hodd : Odd (h + k + l)) :
    structureFactor f a c d h k l
      = -2 * f * (commonFactor a c h k l : ℂ) * (Real.sinh (2 * d * h * k) : ℂ) := by
  -- the two atoms scatter in antiphase, so the exponentials are subtracted
  rw [structureFactor_eq, hodd.neg_one_zpow, Real.sinh_eq]
  push_cast
  ring
```

## (f) Even reflections

Show that for h+k+l even

F = 2fT cosh(2dhk).

**Solution.** The sign in (d) is +1, and exp(−x) + exp(x) = 2 cosh x.

```lean
/-- For h+k+l even, F = 2 f T cosh(2dhk). -/
theorem structureFactor_even (f : ℂ) (a c d : ℝ) {h k l : ℤ} (heven : Even (h + k + l)) :
    structureFactor f a c d h k l
      = 2 * f * (commonFactor a c h k l : ℂ) * (Real.cosh (2 * d * h * k) : ℂ) := by
  rw [structureFactor_eq, heven.neg_one_zpow, Real.cosh_eq]
  push_cast
  ring
```

## (g) Which odd reflections survive

Let f ≠ 0, d ≠ 0 and h+k+l be odd. Show that

F ≠ 0 ⇔ h ≠ 0 and k ≠ 0.

**Solution.** In (e), the factors −2, f and T are nonzero, so F vanishes exactly when sinh(2dhk) does. The only real zero of sinh is 0, and since d ≠ 0, 2dhk = 0 means h = 0 or k = 0. The `simp only` call makes the same case distinction, with `hT` supplying T ≠ 0.

```lean
/-- For h+k+l odd and f, d nonzero, the cation structure factor is nonzero exactly when h and k
are both nonzero. -/
theorem structureFactor_odd_ne_zero_iff {f : ℂ} (hf : f ≠ 0) (a c : ℝ) {d : ℝ} (hd : d ≠ 0)
    {h k l : ℤ} (hodd : Odd (h + k + l)) :
    structureFactor f a c d h k l ≠ 0 ↔ h ≠ 0 ∧ k ≠ 0 := by
  have hT : commonFactor a c h k l ≠ 0 := (Real.exp_pos _).ne'
  rw [structureFactor_odd f a c d hodd]
  -- a product vanishes only with one of its factors, and sinh only at zero
  simp only [ne_eq, mul_eq_zero, neg_eq_zero, OfNat.ofNat_ne_zero, Complex.ofReal_eq_zero,
    Real.sinh_eq_zero, Int.cast_eq_zero, hf, hd, hT, false_or, not_or]
```

## (h) Tensors without an off-diagonal element

Show that for d = 0 and h+k+l odd

F = 0.

**Solution.** Put d = 0 in (e) and use sinh 0 = 0.

The same zero can appear by mistake when a structure-factor program generates the second cation by symmetry. A correct program can rotate the tensor to RβRᵀ or evaluate the original β at Rᵀq, which gives the same exponent. If it copies β unrotated, the two attenuations are equal and the odd cation contributions vanish for any d.

```lean
/-- When the off-diagonal element d is zero, every reflection with h+k+l odd has zero cation
structure factor. -/
theorem structureFactor_odd_of_diagonal (f : ℂ) (a c : ℝ) {h k l : ℤ}
    (hodd : Odd (h + k + l)) : structureFactor f a c 0 h k l = 0 := by
  rw [structureFactor_odd f a c 0 hodd]
  simp
```

## (i) Turning the reflection

Show that for h+k+l odd

F(−k,h,l) = −F(h,k,l).

**Solution.** The new index sum differs from the old by −2k, so it is still odd and (e) applies. T depends on h² + k² and l² and is unchanged, while the product hk becomes −hk. Since sinh is odd, F changes sign; if hk = 0, both sides are zero. These steps are `hodd'`, `hT`, `hs` and `Real.sinh_neg`.

In charge-density work, weak odd reflections can also carry a signal from aspherical electron density, and this harmonic, spherical-atom model gives only the part due to harmonic cation motion.

```lean
/-- For h+k+l odd, the cation structure factor changes sign when the reflection is turned from
(h, k, l) to (-k, h, l). -/
theorem structureFactor_quarter_turn (f : ℂ) (a c d : ℝ) {h k l : ℤ}
    (hodd : Odd (h + k + l)) :
    structureFactor f a c d (-k) h l = -structureFactor f a c d h k l := by
  have hodd' : Odd (-k + h + l) := by
    obtain ⟨m, hm⟩ := hodd
    exact ⟨m - k, by omega⟩
  have hT : commonFactor a c (-k) h l = commonFactor a c h k l := by
    unfold commonFactor
    congr 1
    push_cast
    ring
  have hs : 2 * d * ((-k : ℤ) : ℝ) * (h : ℝ) = -(2 * d * h * k) := by
    push_cast
    ring
  rw [structureFactor_odd f a c d hodd', structureFactor_odd f a c d hodd, hT, hs,
    Real.sinh_neg, Complex.ofReal_neg]
  ring

end

end RutileDisplacements
```

```lean
#print axioms RutileDisplacements.structureFactor_even
-- 'RutileDisplacements.structureFactor_even' depends on axioms: [propext, Classical.choice, Quot.sound]
#print axioms RutileDisplacements.structureFactor_odd_ne_zero_iff
-- 'RutileDisplacements.structureFactor_odd_ne_zero_iff' depends on axioms: [propext, Classical.choice, Quot.sound]
#print axioms RutileDisplacements.structureFactor_odd_of_diagonal
-- 'RutileDisplacements.structureFactor_odd_of_diagonal' depends on axioms: [propext, Classical.choice, Quot.sound]
#print axioms RutileDisplacements.structureFactor_quarter_turn
-- 'RutileDisplacements.structureFactor_quarter_turn' depends on axioms: [propext, Classical.choice, Quot.sound]
```
